# At zero temperature, the wide-band Fan–Migdal equation for an Einstein phonon has one solution below the phonon threshold for every bare energy

At zero temperature, an electron added to a metal can emit a phonon only if its energy above the Fermi level is at least the phonon energy $w$. Coupling to that phonon also lowers the electron's energy, so one may ask whether an undamped state remains below the threshold however large the bare band energy is.

```lean
import Mathlib

open Set Filter Topology

namespace FanMigdalEinstein

noncomputable section

/-- Zero-temperature Fan-Migdal self-energy at energy `x` for an Einstein phonon of energy `w` and
a constant density of states on `[-D, D]`: empty states `ξ > 0` and occupied states `ξ < 0`
contribute with coupling `c`. It is meant for `|x| < w` and `D ≥ 0`. -/
def bandSelfEnergy (c w D x : ℝ) : ℝ :=
  c * ((∫ ξ in (0 : ℝ)..D, 1 / (x - ξ - w)) + ∫ ξ in (-D)..(0 : ℝ), 1 / (x - ξ + w))

/-- The wide-band self-energy inside the phonon window `|x| < w`. -/
def selfEnergy (c w x : ℝ) : ℝ := -c * Real.log ((w + x) / (w - x))

/-- The bare band energy `x - Σ(x)` belonging to a quasiparticle of energy `x`, for `|x| < w`. -/
def bareEnergy (c w x : ℝ) : ℝ := x - selfEnergy c w x

/-- Inside the phonon window, the self-energy of a band of half-width `D ≥ 0` is the wide-band
expression plus an explicit band-edge correction. -/
theorem bandSelfEnergy_eq (c : ℝ) {w D x : ℝ} (hx : x ∈ Ioo (-w) w) (hD : 0 ≤ D) :
    bandSelfEnergy c w D x
      = selfEnergy c w x + c * Real.log ((D + w + x) / (D + w - x)) := by
  have h1 : 0 < w + x := by linarith [hx.1]
  have h2 : 0 < w - x := by linarith [hx.2]
  -- empty states
  have I1 : ∫ ξ in (0 : ℝ)..D, 1 / (x - ξ - w)
      = -Real.log (w - x + D) - -Real.log (w - x + 0) := by
    have hp : ∀ ξ ∈ uIcc 0 D, 0 < w - x + ξ := by
      intro ξ hξ
      rw [uIcc_of_le hD] at hξ
      linarith [hξ.1]
    refine intervalIntegral.integral_eq_sub_of_hasDerivAt
      (f := fun ξ => -Real.log (w - x + ξ)) (fun ξ hξ => ?_)
      (ContinuousOn.intervalIntegrable ?_)
    · have h := (((hasDerivAt_id' ξ).const_add (w - x)).log (hp ξ hξ).ne').fun_neg
      refine h.congr_deriv ?_
      rw [← div_neg]
      congr 1
      ring
    · exact continuousOn_const.div (by fun_prop) (fun ξ hξ =>
        (by linarith [hp ξ hξ] : x - ξ - w < 0).ne)
  -- occupied states
  have I2 : ∫ ξ in (-D)..(0 : ℝ), 1 / (x - ξ + w)
      = -Real.log (w + x - 0) - -Real.log (w + x - -D) := by
    have hp : ∀ ξ ∈ uIcc (-D) 0, 0 < w + x - ξ := by
      intro ξ hξ
      rw [uIcc_of_le (by linarith)] at hξ
      linarith [hξ.2]
    refine intervalIntegral.integral_eq_sub_of_hasDerivAt
      (f := fun ξ => -Real.log (w + x - ξ)) (fun ξ hξ => ?_)
      (ContinuousOn.intervalIntegrable ?_)
    · have h := (((hasDerivAt_id' ξ).const_sub (w + x)).log (hp ξ hξ).ne').fun_neg
      refine h.congr_deriv ?_
      rw [neg_div, neg_neg]
      congr 1
      ring
    · exact continuousOn_const.div (by fun_prop) (fun ξ hξ =>
        (by linarith [hp ξ hξ] : 0 < x - ξ + w).ne')
  have h3 : 0 < D + w + x := by linarith
  have h4 : 0 < D + w - x := by linarith
  rw [bandSelfEnergy, I1, I2, selfEnergy, Real.log_div h1.ne' h2.ne',
    Real.log_div h3.ne' h4.ne', show D + w + x = w + x - -D by ring,
    show D + w - x = w - x + D by ring, add_zero, sub_zero]
  ring

/-- Inside the phonon window, the finite-band self-energy tends to the wide-band one as the
bandwidth grows. -/
theorem tendsto_bandSelfEnergy (c : ℝ) {w x : ℝ} (hx : x ∈ Ioo (-w) w) :
    Tendsto (fun D => bandSelfEnergy c w D x) atTop (𝓝 (selfEnergy c w x)) := by
  have h : Tendsto (fun D : ℝ => 1 + 2 * x / (D + (w - x))) atTop (𝓝 (1 + 0)) :=
    tendsto_const_nhds.add
      ((tendsto_atTop_add_const_right _ _ tendsto_id).const_div_atTop _)
  have hl := ((h.log (by norm_num)).const_mul c).const_add (selfEnergy c w x)
  rw [add_zero, Real.log_one, mul_zero, add_zero] at hl
  refine hl.congr' ?_
  filter_upwards [eventually_ge_atTop 0] with D hD
  have h4 : D + (w - x) ≠ 0 := by linarith [hx.2] |> fun h : 0 < D + (w - x) => h.ne'
  rw [bandSelfEnergy_eq c hx hD, show D + w + x = (D + (w - x)) + 2 * x by ring,
    show D + w - x = D + (w - x) by ring, add_div, div_self h4]

/-- Inside the phonon window the bare energy has slope `1 + 2cw/(w² - x²)` as a function of the
quasiparticle energy. -/
theorem hasDerivAt_bareEnergy (c : ℝ) {w x : ℝ} (hx : x ∈ Ioo (-w) w) :
    HasDerivAt (bareEnergy c w) (1 + 2 * c * w / (w ^ 2 - x ^ 2)) x := by
  have h1 : 0 < w + x := by linarith [hx.1]
  have h2 : 0 < w - x := by linarith [hx.2]
  have hq : HasDerivAt (fun y => (w + y) / (w - y)) (2 * w / (w - x) ^ 2) x :=
    (((hasDerivAt_id' x).const_add w).fun_div ((hasDerivAt_id' x).const_sub w)
      h2.ne').congr_deriv (by ring)
  have h : HasDerivAt (bareEnergy c w)
      (1 - -c * (2 * w / (w - x) ^ 2 / ((w + x) / (w - x)))) x :=
    (hasDerivAt_id' x).fun_sub ((hq.log (div_pos h1 h2).ne').const_mul (-c))
  have key : 2 * w / (w - x) ^ 2 / ((w + x) / (w - x)) = 2 * w / ((w + x) * (w - x)) := by
    field_simp
  refine h.congr_deriv ?_
  rw [key, show w ^ 2 - x ^ 2 = (w + x) * (w - x) by ring]
  ring

/-- For positive coupling the bare energy increases strictly with the quasiparticle energy
inside the phonon window. -/
theorem strictMonoOn_bareEnergy {c : ℝ} (w : ℝ) (hc : 0 < c) :
    StrictMonoOn (bareEnergy c w) (Ioo (-w) w) := by
  refine strictMonoOn_of_deriv_pos (convex_Ioo _ _)
    (fun x hx => (hasDerivAt_bareEnergy c hx).continuousAt.continuousWithinAt) fun x hx => ?_
  rw [interior_Ioo] at hx
  rw [(hasDerivAt_bareEnergy c hx).deriv]
  have hw : 0 < w := by linarith [hx.1, hx.2]
  have hd : 0 < w ^ 2 - x ^ 2 := by
    nlinarith [mul_pos (neg_lt_iff_pos_add.1 hx.1) (sub_pos.2 hx.2)]
  positivity

/-- For positive coupling and `0 < x < w`, the bare energy exceeds the quasiparticle energy `x`
by more than the factor `1 + 2c/w`. -/
theorem enhancement_lt {c w x : ℝ} (hc : 0 < c) (hx : 0 < x) (hxw : x < w) :
    (1 + 2 * c / w) * x < bareEnergy c w x := by
  have hw : 0 < w := hx.trans hxw
  have hder : ∀ y ∈ Ico 0 w, HasDerivAt (fun y => bareEnergy c w y - (1 + 2 * c / w) * y)
      (1 + 2 * c * w / (w ^ 2 - y ^ 2) - (1 + 2 * c / w) * 1) y := fun y hy =>
    (hasDerivAt_bareEnergy c ⟨by linarith [hy.1], hy.2⟩).fun_sub
      ((hasDerivAt_id' y).const_mul _)
  -- the difference of the two sides grows from zero
  have hm : StrictMonoOn (fun y => bareEnergy c w y - (1 + 2 * c / w) * y) (Ico 0 w) := by
    refine strictMonoOn_of_deriv_pos (convex_Ico _ _)
      (fun y hy => (hder y hy).continuousAt.continuousWithinAt) fun y hy => ?_
    rw [interior_Ico] at hy
    rw [(hder y ⟨hy.1.le, hy.2⟩).deriv]
    have hd : 0 < w ^ 2 - y ^ 2 := by nlinarith [hy.1, hy.2]
    have : 2 * c / w < 2 * c * w / (w ^ 2 - y ^ 2) := by
      rw [div_lt_div_iff₀ hw hd]
      nlinarith [mul_pos hc (pow_pos hy.1 2)]
    linarith
  have h0 : bareEnergy c w 0 = 0 := by simp [bareEnergy, selfEnergy, hw.ne']
  have h := hm ⟨le_rfl, hw⟩ ⟨hx.le, hxw⟩ hx
  simp only [h0, mul_zero, sub_zero] at h
  linarith

/-- For `w > 0`, no constant larger than `1 + 2c/w` bounds the ratio of bare to quasiparticle
energy from below on all of `0 < x < w`. -/
theorem enhancement_sharp {c w K : ℝ} (hw : 0 < w)
    (h : ∀ x ∈ Ioo 0 w, K * x ≤ bareEnergy c w x) : K ≤ 1 + 2 * c / w := by
  have hd : HasDerivAt (bareEnergy c w) (1 + 2 * c / w) 0 :=
    (hasDerivAt_bareEnergy c ⟨by linarith, hw⟩).congr_deriv (by
      rw [show w ^ 2 - (0 : ℝ) ^ 2 = w * w by ring, mul_div_mul_right _ _ hw.ne'])
  have h0 : bareEnergy c w 0 = 0 := by simp [bareEnergy, selfEnergy, hw.ne']
  refine ge_of_tendsto hd.tendsto_slope_zero_right ?_
  filter_upwards [Ioo_mem_nhdsGT hw] with t ht
  rw [h0, zero_add, sub_zero, smul_eq_mul, ← div_eq_inv_mul, le_div_iff₀ ht.1]
  exact h t ht

/-- For positive phonon energy and coupling, every real bare energy is reached from inside the
phonon window. -/
theorem exists_quasiparticle {c w : ℝ} (hw : 0 < w) (hc : 0 < c) (ε : ℝ) :
    ∃ x ∈ Ioo (-w) w, bareEnergy c w x = ε := by
  -- parametrise the window by the value `y` of the logarithm
  have hF : ∀ y : ℝ, w - 2 * w / (Real.exp y + 1) ∈ Ioo (-w) w ∧
      bareEnergy c w (w - 2 * w / (Real.exp y + 1))
        = w - 2 * w / (Real.exp y + 1) + c * y := by
    intro y
    have h0 : 0 < 2 * w / (Real.exp y + 1) := by positivity
    have h1 : 2 * w / (Real.exp y + 1) * (Real.exp y + 1) = 2 * w := by field_simp
    generalize 2 * w / (Real.exp y + 1) = t at h0 h1 ⊢
    have h2 := mul_pos h0 (Real.exp_pos y)
    refine ⟨⟨by linarith, by linarith⟩, ?_⟩
    have e1 : w + (w - t) = Real.exp y * t := by linear_combination -h1
    have e2 : w - (w - t) = t := by ring
    rw [bareEnergy, selfEnergy, e1, e2, mul_div_cancel_right₀ _ h0.ne', Real.log_exp]
    ring
  have hcont : Continuous fun y : ℝ => w - 2 * w / (Real.exp y + 1) + c * y :=
    (continuous_const.sub (continuous_const.div (Real.continuous_exp.add continuous_const)
      fun y => (add_pos (Real.exp_pos y) one_pos).ne')).add (continuous_const.mul continuous_id)
  have hab : (ε - w) / c ≤ (ε + w) / c := (div_le_div_iff_of_pos_right hc).2 (by linarith)
  have ha : c * ((ε - w) / c) = ε - w := by field_simp
  have hb : c * ((ε + w) / c) = ε + w := by field_simp
  obtain ⟨y, _, hy⟩ := intermediate_value_Icc hab hcont.continuousOn
    ⟨by linarith [(hF ((ε - w) / c)).1.2], by linarith [(hF ((ε + w) / c)).1.1]⟩
  exact ⟨_, (hF y).1, (hF y).2.trans hy⟩

/-- For positive phonon energy and coupling, quasiparticle energies in the phonon window
correspond one-to-one and in increasing order to all real bare energies `ε`, and they satisfy
`|x| ≤ |ε| / (1 + 2c/w)`. -/
theorem quasiparticle_branch {c w : ℝ} (hw : 0 < w) (hc : 0 < c) :
    StrictMonoOn (bareEnergy c w) (Ioo (-w) w) ∧
    BijOn (bareEnergy c w) (Ioo (-w) w) univ ∧
    ∀ x ∈ Ioo (-w) w, ∀ ε, bareEnergy c w x = ε → |x| ≤ |ε| / (1 + 2 * c / w) := by
  have hm := strictMonoOn_bareEnergy w hc
  refine ⟨hm, ⟨fun _ _ => mem_univ _, hm.injOn, fun ε _ => exists_quasiparticle hw hc ε⟩, ?_⟩
  rintro x hx ε rfl
  rw [le_div_iff₀ (by positivity)]
  rcases lt_trichotomy x 0 with h | h | h
  · -- particle-hole symmetry: the bare energy is odd
    have hodd : bareEnergy c w (-x) = -bareEnergy c w x := by
      have e : (w + -x) / (w - -x) = ((w + x) / (w - x))⁻¹ := by
        rw [inv_div, sub_neg_eq_add, ← sub_eq_add_neg]
      simp only [bareEnergy, selfEnergy]
      rw [e, Real.log_inv]
      ring
    have hlt := enhancement_lt hc (neg_pos.2 h) (by linarith [hx.1] : -x < w)
    rw [hodd] at hlt
    rw [abs_of_neg h]
    linarith [neg_le_abs (bareEnergy c w x)]
  · subst h
    simp
  · rw [abs_of_pos h]
    linarith [enhancement_lt hc h hx.2, le_abs_self (bareEnergy c w x)]

/-- For positive phonon energy and coupling, the quasiparticle branch `E` in the phonon window
tends to the threshold `w` as the bare energy tends to infinity. -/
theorem branch_tendsto_threshold {c w : ℝ} (hw : 0 < w) (hc : 0 < c) (E : ℝ → ℝ)
    (hE : ∀ ε, E ε ∈ Ioo (-w) w ∧ bareEnergy c w (E ε) = ε) :
    Tendsto E atTop (𝓝 w) := by
  refine tendsto_order.2 ⟨fun a ha => ?_,
    fun a ha => Eventually.of_forall fun ε => (hE ε).1.2.trans ha⟩
  filter_upwards [eventually_gt_atTop (bareEnergy c w (max a 0))] with ε hε
  by_contra h
  have hmem : max a 0 ∈ Ioo (-w) w := ⟨by linarith [le_max_right a 0], max_lt ha hw⟩
  have hle := (strictMonoOn_bareEnergy w hc).monotoneOn (hE ε).1 hmem
    ((not_lt.1 h).trans (le_max_left _ _))
  rw [(hE ε).2] at hle
  linarith

end

end FanMigdalEinstein
```

```lean
#print axioms FanMigdalEinstein.hasDerivAt_bareEnergy
#print axioms FanMigdalEinstein.enhancement_sharp
#print axioms FanMigdalEinstein.quasiparticle_branch
#print axioms FanMigdalEinstein.branch_tendsto_threshold
```

```
'FanMigdalEinstein.hasDerivAt_bareEnergy' depends on axioms: [propext, Classical.choice, Quot.sound]
'FanMigdalEinstein.enhancement_sharp' depends on axioms: [propext, Classical.choice, Quot.sound]
'FanMigdalEinstein.quasiparticle_branch' depends on axioms: [propext, Classical.choice, Quot.sound]
'FanMigdalEinstein.branch_tendsto_threshold' depends on axioms: [propext, Classical.choice, Quot.sound]
```

For a constant density of states, in the limit of infinite bandwidth and with positive coupling, the answer is yes.

## The self-energy and the phonon window

Energies are measured from the Fermi level. The band has half-width $D$, and $\xi$ runs over its intermediate electron states. The self-energy at energy $x$ is

$$\Sigma_D(x)=c\left[\int_0^D\frac{d\xi}{x-\xi-w}+\int_{-D}^0\frac{d\xi}{x-\xi+w}\right].$$

The first integral comes from empty states, the second from occupied ones. This is `bandSelfEnergy`. The constant $c$, an energy, stands for the squared electron-phonon matrix element times the density of states per spin. In the usual notation the dimensionless coupling is $\lambda=2c/w$.

For $|x|<w$ neither denominator vanishes, so $\Sigma_D$ is real and the state is undamped. The condition `x ∈ Ioo (-w) w` expresses this window.

The quasiparticle equation is $x=\varepsilon+\Sigma(x)$, where $\varepsilon$ is the bare band energy and $\Sigma$ is the wide-band limit of $\Sigma_D$, called `selfEnergy`. Solved for $\varepsilon$, it reads

$$\varepsilon=F(x)=x-\Sigma(x)=x+c\log\frac{w+x}{w-x}.$$

The function $F$ is `bareEnergy`. It runs opposite to the usual dispersion: it takes the quasiparticle energy and returns the bare one.

## What is proved about the branch

For $w,c>0$, `quasiparticle_branch` makes three statements. The function $F$ is strictly increasing on $(-w,w)$ (`StrictMonoOn`). It maps this interval one-to-one onto all real numbers (`BijOn` with target `univ`). Every solution of $F(x)=\varepsilon$ in the window satisfies

$$|x|\le\frac{|\varepsilon|}{1+2c/w}=\frac{|\varepsilon|}{1+\lambda}.$$

Two further theorems complete the picture: `enhancement_sharp` shows that the factor $1+2c/w$ is the best possible, and `branch_tendsto_threshold` shows that the branch approaches $w$ as $\varepsilon\to\infty$.

These statements concern solutions inside the window. The undamped state has spectral weight $1/F'(x)$, which tends to zero as $x$ approaches $w$. At large $\varepsilon$ it is therefore only a weak feature, and a damped state near the bare energy can exist as well, above the threshold. The step from an electron-phonon Hamiltonian to the two integrals, with a constant coupling and bare intermediate electrons, is taken as the definition of the model.

In this one-phonon, zero-temperature model, the result describes the low-energy side of a phonon kink in a photoemission dispersion, and it guarantees exactly one root in the window for each $\varepsilon$. At large $\varepsilon$ this root can be too close to $w$ to be resolved in floating-point arithmetic; solving for the variable $y$ introduced below avoids the difficulty.

## From two integrals to one logarithm

For $D\ge0$ and $|x|<w$, the antiderivatives are $-\log(w-x+\xi)$ and $-\log(w+x-\xi)$. Hence

$$\int_0^D\frac{d\xi}{x-\xi-w}=\log\frac{w-x}{D+w-x},\qquad
\int_{-D}^0\frac{d\xi}{x-\xi+w}=\log\frac{D+w+x}{w+x}.$$

Adding them gives

$$\Sigma_D(x)=-c\log\frac{w+x}{w-x}+c\log\frac{D+w+x}{D+w-x}.$$

This is `bandSelfEnergy_eq`. Its steps `I1` and `I2` apply the fundamental theorem of calculus to the two antiderivatives, after checking that the arguments of the logarithms stay positive.

The band-edge term contains the ratio $1+2x/(D+w-x)$, which tends to 1 as $D\to\infty$. Its logarithm therefore vanishes, and $\Sigma_D(x)\to\Sigma(x)$ at each fixed $x$ in the window. `tendsto_bandSelfEnergy` follows the same rewriting.

## The slope and the enhancement factor

Differentiating the logarithm gives

$$F'(x)=1+c\left(\frac1{w+x}+\frac1{w-x}\right)=1+\frac{2cw}{w^2-x^2}.$$

`hasDerivAt_bareEnergy` obtains this from the quotient and chain rules. For $c>0$ the slope is positive throughout the window, so $F$ is strictly increasing; this is `strictMonoOn_bareEnergy`.

For the bound, take $0<x<w$ and consider $G(x)=F(x)-(1+2c/w)x$. Then $G(0)=0$ and

$$G'(x)=\frac{2cw}{w^2-x^2}-\frac{2c}{w}=\frac{2cx^2}{w(w^2-x^2)}>0.$$

So $G(x)>0$, which means $F(x)>(1+2c/w)x$. In `enhancement_lt`, `hm` is the monotonicity of $G$, and `h0` is the value $F(0)=0$.

Replacing $x$ by $-x$ inverts the argument of the logarithm, so $F(-x)=-F(x)$. This particle-hole symmetry carries the bound over to negative energies. The proof of `quasiparticle_branch` splits into the cases $x<0$, $x=0$ and $x>0$, and proves the oddness as `hodd` in the first.

To see that the factor is optimal, suppose $Kx\le F(x)$ for all $0<x<w$. Dividing by $x$ and letting $x\to0^+$ gives $K\le F'(0)=1+2c/w$. `enhancement_sharp` takes exactly this limit of difference quotients.

## Every bare energy is reached

Let $y$ be the value of the logarithm. Solving $e^y=(w+x)/(w-x)$ for $x$ gives

$$x(y)=w-\frac{2w}{e^y+1},\qquad F(x(y))=x(y)+cy.$$

For every real $y$ this $x(y)$ lies in the window. The expression on the right is continuous in $y$. At $y=(\varepsilon-w)/c$ it equals $\varepsilon+x(y)-w<\varepsilon$, and at $y=(\varepsilon+w)/c$ it equals $\varepsilon+x(y)+w>\varepsilon$. By the intermediate value theorem, some $y$ between them gives exactly $\varepsilon$.

In `exists_quasiparticle`, `hF` contains the parametrisation, `hcont` the continuity, and `intermediate_value_Icc` supplies the crossing. Together with strict monotonicity this gives the bijection.

## Approach to the threshold

Let $E(\varepsilon)$ denote the solution in the window. In `branch_tendsto_threshold`, `E` is any function that returns such a solution for every $\varepsilon$; the bijection shows that there is exactly one.

Take any $a<w$ and set $m=\max(a,0)$, which lies in the window. If $\varepsilon>F(m)$, then $E(\varepsilon)>m\ge a$, because $E(\varepsilon)\le m$ would give $\varepsilon=F(E(\varepsilon))\le F(m)$. Since $E(\varepsilon)<w$ always holds, $E(\varepsilon)\to w$. The Lean proof uses the same $m$ and the same contradiction.

The parametrisation by $y$ also yields a rate. A solution has $y=(\varepsilon-E(\varepsilon))/c>(\varepsilon-w)/c$, and therefore

$$0<w-E(\varepsilon)=\frac{2w}{e^y+1}<2w\,e^{-(\varepsilon-w)/c}.$$

The distance to the threshold thus shrinks at least exponentially; this estimate is a consequence drawn here, not one of the checked theorems.

## Zero coupling

The condition $c>0$ cannot be weakened to $c\ge0$ in the bijection. At $c=0$ the function is $F(x)=x$, so for the bare energy $\varepsilon=w$ the equation $F(x)=\varepsilon$ has no solution in the open window. An uncoupled electron simply passes the phonon energy. For any positive $c$, however small, the logarithm diverges at the threshold and makes room below it for every bare energy.
